# Equilibrium dipole of a Drude shell in a linearly varying field, and its approach to αE at fixed polarisability

A polarisable atom in a molecular simulation is often represented by a Drude pair: a core with charge $-q$, in addition to any permanent charge of the atom, and a shell with charge $q$, joined by a spring. A point atom with polarisability $\alpha$ would acquire the induced dipole $\alpha E$ from the field $E$ at the core. The shell, however, sits a distance $d$ away, where a non-uniform field has a different value. How far does the dipole $qd$ then differ from $\alpha E$, and how fast does the difference vanish as the spring stiffens at fixed $\alpha$?

```lean
import Mathlib

open Filter Topology

namespace DrudeShell
```

## Energy of the shell

Let the core be fixed at the origin, $k$ be the spring constant and $E+Gx$ the field at position $x$ along one axis. The field does work $q\int_0^d(E+Gx)\,dx$ on the shell, so the energy is

$$U(d)=\tfrac12kd^2-q\left(Ed+\tfrac12Gd^2\right).$$

All quantities are real numbers in consistent units, and $q$, $E$ and $G$ may have either sign.

```lean
/-- Energy of a Drude shell of charge `q` displaced by `d` against a spring of stiffness `k`,
in an external field `E + G d` that varies linearly along the displacement. -/
noncomputable def shellEnergy (k q E G d : ℝ) : ℝ :=
  k * d ^ 2 / 2 - q * (E * d + G * d ^ 2 / 2)
```

"Equilibrium" here means a global minimum of $U$, which is stronger than the usual condition of zero force.

```lean
/-- The displacement `d` is an equilibrium if no other displacement has lower energy. -/
def IsEquilibrium (k q E G d : ℝ) : Prop :=
  ∀ x, shellEnergy k q E G d ≤ shellEnergy k q E G x
```

## Force balance and stability

Write $K=k-qG$ for the effective stiffness. If the forces balance at $d$, so that $Kd=qE$, then

$$U(x)-U(d)=\tfrac K2(x^2-d^2)-Kd(x-d)=\tfrac K2(x-d)^2.$$

In Lean, the two sides differ by $(x-d)$ times the balance equation, which is what `linear_combination` is given.

```lean
/-- If spring and field forces balance at `d`, the energy measured from `d` is that of a
spring with the effective stiffness `k - q G`. -/
theorem energy_excess {k q E G d : ℝ} (hd : (k - q * G) * d = q * E) (x : ℝ) :
    shellEnergy k q E G x - shellEnergy k q E G d = (k - q * G) / 2 * (x - d) ^ 2 := by
  unfold shellEnergy
  linear_combination (x - d) * hd
```

Let $K>0$. If the forces balance at $d$, the excess is never negative, so $d$ is a minimiser. Conversely, let $d$ be a minimiser and $d_0=qE/K$. Then $\tfrac K2(d-d_0)^2=U(d)-U(d_0)\le0$, which forces $d=d_0$.

```lean
/-- When the spring is stiffer than the field gradient, `k > q G`, a displacement is an
equilibrium exactly when the forces on the shell balance. -/
theorem isEquilibrium_iff {k q E G d : ℝ} (hk : q * G < k) :
    IsEquilibrium k q E G d ↔ (k - q * G) * d = q * E := by
  have hK : 0 < k - q * G := sub_pos.2 hk
  constructor
  · intro h
    -- compare with the displacement at which the forces balance
    obtain ⟨d₀, h₀⟩ : ∃ d₀, (k - q * G) * d₀ = q * E :=
      ⟨q * E / (k - q * G), by rw [mul_comm, div_mul_cancel₀ _ hK.ne']⟩
    have h1 := energy_excess h₀ d
    have h2 := h d₀
    have hsq : (d - d₀) ^ 2 ≤ 0 := by
      by_contra hn
      have h3 := mul_pos (half_pos hK) (not_le.1 hn)
      linarith
    have h4 : d - d₀ = 0 :=
      (pow_eq_zero_iff two_ne_zero).1 (le_antisymm hsq (sq_nonneg _))
    rw [sub_eq_zero.1 h4]
    exact h₀
  · intro h x
    have h1 := energy_excess h x
    have h2 := mul_nonneg (half_pos hK).le (sq_nonneg (x - d))
    linarith
```

With $k>0$ as well, the dipole can be written in terms of the polarisability $\alpha=q^2/k$:

$$qd=\frac{q^2E}{k-qG}=\frac{\alpha E}{1-qG/k}.$$

For $x\ne d$ the excess is strictly positive. The theorem states this strict inequality, and uniqueness follows from it.

```lean
/-- For `k > 0` and `k > q G` the shell energy has a unique minimiser, and its dipole is
`q d = α E / (1 - q G / k)` with the polarisability `α = q² / k`. -/
theorem unique_minimiser {k q G : ℝ} (E : ℝ) (hk₀ : 0 < k) (hk : q * G < k) :
    ∃ d, q * d = q ^ 2 / k * E / (1 - q * G / k) ∧
      ∀ x, x ≠ d → shellEnergy k q E G d < shellEnergy k q E G x := by
  have hK : 0 < k - q * G := sub_pos.2 hk
  refine ⟨q * E / (k - q * G), ?_, ?_⟩
  · have h1 : 1 - q * G / k = (k - q * G) / k := by
      rw [sub_div, div_self hk₀.ne']
    have hne := hK.ne'
    rw [h1]
    field_simp
  · intro x hx
    have h1 := energy_excess (k := k) (q := q) (E := E) (G := G)
      (d := q * E / (k - q * G)) (by rw [mul_comm, div_mul_cancel₀ _ hK.ne']) x
    have h2 := mul_pos (half_pos hK) (pow_pos (abs_pos.2 (sub_ne_zero.2 hx)) 2)
    rw [sq_abs] at h2
    linarith
```

If $k\le qG$, the field gradient pulls the shell outwards at least as strongly as the spring holds it. Suppose $qE\neq0$. For any bound $M$, choose $d$ with $qEd=1-M$; then $U(d)=\tfrac K2d^2-(1-M)\le M-1<M$. The energy has no lower bound.

```lean
/-- If the spring is too soft, `k ≤ q G`, and the force `q E` does not vanish, the shell
energy is unbounded below. -/
theorem energy_unbounded {k q E G : ℝ} (hE : q * E ≠ 0) (hk : k ≤ q * G) (M : ℝ) :
    ∃ d, shellEnergy k q E G d < M := by
  -- take the displacement at which the work of the constant force `q E` equals `1 - M`
  obtain ⟨d, hd⟩ : ∃ d, q * E * d = 1 - M :=
    ⟨(1 - M) / (q * E), by rw [mul_comm, div_mul_cancel₀ _ hE]⟩
  refine ⟨d, ?_⟩
  unfold shellEnergy
  nlinarith [mul_nonneg (sub_nonneg.2 hk) (sq_nonneg d)]
```

## Stiffening the spring at fixed polarisability

Now fix $\alpha>0$ and set $q=s\sqrt{\alpha k}$, where $s^2=1$ and $s$ is the sign of the shell charge. This choice keeps the response to a uniform field the same for every $k>0$. With $c=s\sqrt\alpha\,G$, the stability condition $k>qG$ becomes $\sqrt k>c$, the hypothesis `hstiff`. Cancelling $\sqrt k$ from the force balance gives $(\sqrt k-c)d=s\sqrt\alpha\,E$, hence

$$qd-\alpha E=\alpha E\left(\frac{\sqrt k}{\sqrt k-c}-1\right)=\frac{s\,\alpha^{3/2}GE}{\sqrt k-c}.$$

The proof follows the same route: `hbal'` is the cancelled balance, and `hpow` rewrites $\alpha^{3/2}$ as $\alpha\sqrt\alpha$.

```lean
/-- Deviation of the equilibrium dipole from `α E` at finite stiffness `k > 0`, for a shell
charge `s √(α k)` of sign `s = ±1` with `α > 0` and `√k > s √α G`. -/
theorem dipole_deviation {α s k E G d : ℝ} (hα : 0 < α) (hs : s ^ 2 = 1) (hk : 0 < k)
    (hstiff : s * √α * G < √k) (hd : IsEquilibrium k (s * √(α * k)) E G d) :
    s * √(α * k) * d - α * E
      = s * α ^ (3 / 2 : ℝ) * G * E / (√k - s * √α * G) := by
  have hpow : α ^ (3 / 2 : ℝ) = α * √α := by
    rw [Real.sqrt_eq_rpow, show (3 / 2 : ℝ) = 1 + 1 / 2 by norm_num,
      Real.rpow_add hα, Real.rpow_one]
  have ht : 0 < √k := Real.sqrt_pos.2 hk
  have htk : √k ^ 2 = k := Real.sq_sqrt hk.le
  have ha : √α ^ 2 = α := Real.sq_sqrt hα.le
  rw [Real.sqrt_mul hα.le] at hd ⊢
  have hq : s * (√α * √k) * G < k := by
    have h := mul_pos ht (sub_pos.2 hstiff)
    linarith [show √k * (√k - s * √α * G) = k - s * (√α * √k) * G by
      linear_combination htk]
  have hbal := (isEquilibrium_iff hq).1 hd
  -- one factor `√k` cancels from the force balance
  have hbal' : (√k - s * √α * G) * d = s * √α * E :=
    mul_left_cancel₀ ht.ne' (by linear_combination hbal + d * htk)
  rw [hpow, eq_div_iff (sub_pos.2 hstiff).ne']
  linear_combination (s * √α * √k) * hbal' + √α ^ 2 * √k * E * hs + √k * E * ha
```

For any fixed $c$, $\sqrt k-c$ grows without bound, so its inverse tends to zero.

```lean
/-- The inverse of `√k - c` vanishes as the stiffness `k` tends to infinity. -/
theorem tendsto_inv_sqrt_sub (c : ℝ) :
    Tendsto (fun k : ℝ => (√k - c)⁻¹) atTop (𝓝 0) := by
  have h : Tendsto (fun k : ℝ => √k - c) atTop atTop := by
    simpa only [sub_eq_add_neg] using
      tendsto_atTop_add_const_right atTop (-c) Real.tendsto_sqrt_atTop
  exact tendsto_inv_atTop_zero.comp h
```

The limits concern a family of displacements `d k` that are equilibria for all sufficiently large $k$. Stability need not be assumed, since $\sqrt k>c$ holds eventually. From there on,

$$qd=\alpha E+s\,\alpha^{3/2}GE\,(\sqrt k-c)^{-1}\to\alpha E.$$

`filter_upwards` collects the conditions that hold at large $k$, and `congr'` transfers the limit to the dipole.

```lean
/-- At fixed polarisability `α > 0` and shell charge `s √(α k)`, `s = ±1`, the equilibrium
dipole tends to `α E` as the spring becomes infinitely stiff. -/
theorem point_dipole_limit {α s E G : ℝ} (hα : 0 < α) (hs : s ^ 2 = 1) {d : ℝ → ℝ}
    (hd : ∀ᶠ k in atTop, IsEquilibrium k (s * √(α * k)) E G (d k)) :
    Tendsto (fun k => s * √(α * k) * d k) atTop (𝓝 (α * E)) := by
  have h := ((tendsto_inv_sqrt_sub (s * √α * G)).const_mul
    (s * α ^ (3 / 2 : ℝ) * G * E)).const_add (α * E)
  rw [mul_zero, add_zero] at h
  refine h.congr' ?_
  filter_upwards [hd, eventually_gt_atTop 0,
    Real.tendsto_sqrt_atTop.eventually_gt_atTop (s * √α * G)] with k hk hk₀ hkc
  have h1 := dipole_deviation hα hs hk₀ hkc hk
  rw [div_eq_mul_inv] at h1
  linarith
```

Multiplying the deviation by $\sqrt k$ and using

$$\frac{\sqrt k}{\sqrt k-c}=1+\frac{c}{\sqrt k-c}\to1$$

gives $\sqrt k\,(qd-\alpha E)\to s\,\alpha^{3/2}GE$. For a positive shell, $s=1$, the limit is $\alpha^{3/2}GE$.

```lean
/-- At fixed polarisability `α > 0` and shell charge `q = s √(α k)`, `s = ±1`, the scaled
deviation `√k (q d - α E)` of the equilibrium dipole tends to `s α^(3/2) G E` as `k → ∞`. -/
theorem stiff_spring_correction {α s E G : ℝ} (hα : 0 < α) (hs : s ^ 2 = 1) {d : ℝ → ℝ}
    (hd : ∀ᶠ k in atTop, IsEquilibrium k (s * √(α * k)) E G (d k)) :
    Tendsto (fun k => √k * (s * √(α * k) * d k - α * E)) atTop
      (𝓝 (s * α ^ (3 / 2 : ℝ) * G * E)) := by
  have h := (((tendsto_inv_sqrt_sub (s * √α * G)).const_mul
    (s * √α * G)).const_add 1).const_mul (s * α ^ (3 / 2 : ℝ) * G * E)
  rw [mul_zero, add_zero, mul_one] at h
  refine h.congr' ?_
  filter_upwards [hd, eventually_gt_atTop 0,
    Real.tendsto_sqrt_atTop.eventually_gt_atTop (s * √α * G)] with k hk hk₀ hkc
  -- with `c = s √α G`, use `√k / (√k - c) = 1 + c / (√k - c)`
  have hinv := mul_inv_cancel₀ (sub_pos.2 hkc).ne'
  rw [dipole_deviation hα hs hk₀ hkc hk]
  linear_combination (-(s * α ^ (3 / 2 : ℝ) * G * E)) * hinv

end DrudeShell
```

```lean
#print axioms DrudeShell.unique_minimiser
#print axioms DrudeShell.energy_unbounded
#print axioms DrudeShell.point_dipole_limit
#print axioms DrudeShell.stiff_spring_correction
```

```
'DrudeShell.unique_minimiser' depends on axioms: [propext, Classical.choice, Quot.sound]
'DrudeShell.energy_unbounded' depends on axioms: [propext, Classical.choice, Quot.sound]
'DrudeShell.point_dipole_limit' depends on axioms: [propext, Classical.choice, Quot.sound]
'DrudeShell.stiff_spring_correction' depends on axioms: [propext, Classical.choice, Quot.sound]
```

## The shell in a polarisable simulation

In a polarisable force field or embedding calculation, $\alpha$ and $k$ may be chosen first, with the shell charge following from $q=\pm\sqrt{\alpha k}$; for $k>qG$ the formulas above then give the relaxed dipole of a single shell that moves along one axis in a fixed, linearly varying field. Take $\alpha=4$, $k=0.25$ and $G=0.01$ in atomic units, so $q=\pm1$. The dipole is $4E/0.96\approx4.17E$ for the positive shell and $4E/1.04\approx3.85E$ for the negative one, against $4E$ for the point dipole. Raising $k$ to $1$ at the same $\alpha$, so that $q=\pm2$, roughly halves both deviations.

In a simulation the field at each shell also depends on the displacements of the other shells. Passing from the fixed field to this mutual, self-consistent polarisation is a further step that the hypotheses do not supply.
